# Projecting a positive state with a nonnegative matrix without zero rows never loosens its local growth bounds

Take two configurations, $0$ and $1$, and

$$G=\begin{pmatrix}2&1\\1&2\end{pmatrix},\qquad \psi=\begin{pmatrix}1\\2\end{pmatrix},\qquad G\psi=\begin{pmatrix}4\\5\end{pmatrix},\qquad G^2\psi=\begin{pmatrix}13\\14\end{pmatrix}.$$

In the first step the amplitudes grow by the factors $4$ and $5/2$, in the second by $13/4$ and $14/5$. The smallest factor has risen from $2.5$ to $2.8$, and the largest has fallen from $4$ to $3.25$. I believe that, for a positive matrix and a positive starting state, neither bound can ever move the wrong way. Can this be proved rigorously, with a machine-checked proof?

## Each new growth ratio is an average of the old ones

Yes, and zero entries are allowed as long as no row of $G$ vanishes. In the example, the new ratio at configuration $0$ is

$$\frac{13}{4}=\frac{2\cdot1}{4}\cdot4+\frac{1\cdot2}{4}\cdot\frac52 ,$$

an average of the old ratios with weights $1/2$ and $1/2$. At configuration $1$ the weights are $1/5$ and $4/5$, which gives $14/5$.

In general, let $G$ be a real matrix with nonnegative entries and no zero row on a finite nonempty set, and let $\psi$ be strictly positive. Write $\psi_k=G^k\psi$ and $r_k(x)=\psi_{k+1}(x)/\psi_k(x)$. If $\psi_k$ is positive, then

$$\psi_{k+1}(x)=\sum_y G(x,y)\,\psi_k(y)$$

is a sum of nonnegative terms, at least one of them positive. By induction every $\psi_k$ is positive. Define the weights

$$w_k(x,y)=\frac{G(x,y)\,\psi_k(y)}{\psi_{k+1}(x)}\ge 0,\qquad \sum_y w_k(x,y)=\frac{\psi_{k+1}(x)}{\psi_{k+1}(x)}=1.$$

Then

$$r_{k+1}(x)=\sum_y\frac{G(x,y)\,\psi_{k+1}(y)}{\psi_{k+1}(x)}=\sum_y w_k(x,y)\,\frac{\psi_{k+1}(y)}{\psi_k(y)}=\sum_y w_k(x,y)\,r_k(y).$$

With $m_k=\min_y r_k(y)$ and $M_k=\max_y r_k(y)$, it follows that $m_k\le r_{k+1}(x)\le M_k$ for every $x$, hence $m_k\le m_{k+1}$ and $M_{k+1}\le M_k$.

If all entries of $G$ are positive, so are all weights. When $r_k$ is not constant, every average then includes a value above $m_k$ and one below $M_k$, so both bounds improve strictly. Thus $m_{k+1}=m_k$ forces $r_k$ to be a constant $c$, which means $G\psi_k=c\,\psi_k$. Conversely, for such an eigenvector all the averages equal $c$ again.

## The Lean file

```lean
import Mathlib

open Matrix

namespace ProjectionGrowthBounds

noncomputable section

variable {S : Type*} [Fintype S] [DecidableEq S]

/-- The trial state `ψ` after `k` applications of the matrix `G`. -/
def projected (G : Matrix S S ℝ) (ψ : S → ℝ) (k : ℕ) : S → ℝ := (G ^ k) *ᵥ ψ

/-- The local growth ratio at configuration `x`: the factor by which the amplitude at `x`
changes in projection step `k + 1`. -/
def growth (G : Matrix S S ℝ) (ψ : S → ℝ) (k : ℕ) (x : S) : ℝ :=
  projected G ψ (k + 1) x / projected G ψ k x

/-- The share of the new amplitude at `x` that arrives from configuration `y`. -/
def weight (G : Matrix S S ℝ) (ψ : S → ℝ) (k : ℕ) (x y : S) : ℝ :=
  G x y * projected G ψ k y / projected G ψ (k + 1) x

/-- The smallest local growth ratio over all configurations. -/
def minGrowth [Nonempty S] (G : Matrix S S ℝ) (ψ : S → ℝ) (k : ℕ) : ℝ :=
  Finset.univ.inf' Finset.univ_nonempty (growth G ψ k)

/-- The largest local growth ratio over all configurations. -/
def maxGrowth [Nonempty S] (G : Matrix S S ℝ) (ψ : S → ℝ) (k : ℕ) : ℝ :=
  Finset.univ.sup' Finset.univ_nonempty (growth G ψ k)

/-- One projection step collects amplitude from all configurations through `G`. -/
theorem projected_succ (G : Matrix S S ℝ) (ψ : S → ℝ) (k : ℕ) (x : S) :
    projected G ψ (k + 1) x = ∑ y, G x y * projected G ψ k y := by
  have h : projected G ψ (k + 1) = G *ᵥ projected G ψ k := by
    unfold projected
    rw [pow_succ', Matrix.mulVec_mulVec]
  rw [h]
  rfl

/-- Repeated application of a nonnegative matrix without zero rows keeps a positive state positive.
-/
theorem projected_pos {G : Matrix S S ℝ} {ψ : S → ℝ} (hG : ∀ x y, 0 ≤ G x y)
    (hrow : ∀ x, ∃ y, 0 < G x y) (hψ : ∀ x, 0 < ψ x) (k : ℕ) :
    ∀ x, 0 < projected G ψ k x := by
  induction k with
  | zero => intro x; simpa [projected] using hψ x
  | succ k ih =>
    intro x
    rw [projected_succ]
    obtain ⟨y, hy⟩ := hrow x
    exact Finset.sum_pos' (fun z _ => mul_nonneg (hG x z) (ih z).le)
      ⟨y, Finset.mem_univ y, mul_pos hy (ih y)⟩

/-- For a nonnegative matrix without zero rows and a positive starting state, the shares of the
amplitude arriving at a configuration add up to one. -/
theorem weight_sum {G : Matrix S S ℝ} {ψ : S → ℝ} (hG : ∀ x y, 0 ≤ G x y)
    (hrow : ∀ x, ∃ y, 0 < G x y) (hψ : ∀ x, 0 < ψ x) (k : ℕ) (x : S) :
    ∑ y, weight G ψ k x y = 1 := by
  unfold weight
  rw [← Finset.sum_div, ← projected_succ]
  exact div_self (projected_pos hG hrow hψ (k + 1) x).ne'

/-- For a nonnegative matrix without zero rows and a positive starting state, each new growth ratio
is the average of the previous ones, weighted by the shares of arriving amplitude. -/
theorem growth_succ {G : Matrix S S ℝ} {ψ : S → ℝ} (hG : ∀ x y, 0 ≤ G x y)
    (hrow : ∀ x, ∃ y, 0 < G x y) (hψ : ∀ x, 0 < ψ x) (k : ℕ) (x : S) :
    growth G ψ (k + 1) x = ∑ y, weight G ψ k x y * growth G ψ k y := by
  unfold growth
  rw [projected_succ G ψ (k + 1) x, Finset.sum_div]
  refine Finset.sum_congr rfl fun y _ => ?_
  unfold weight
  have h1 := (projected_pos hG hrow hψ k y).ne'
  have h2 := (projected_pos hG hrow hψ (k + 1) x).ne'
  have h3 := (projected_pos hG hrow hψ (k + 1) y).ne'
  field_simp

variable [Nonempty S]

/-- Under repeated projection of a positive state by a nonnegative matrix without zero rows,
the smallest local growth ratio never decreases and the largest never increases. -/
theorem growth_bounds_tighten {G : Matrix S S ℝ} {ψ : S → ℝ} (hG : ∀ x y, 0 ≤ G x y)
    (hrow : ∀ x, ∃ y, 0 < G x y) (hψ : ∀ x, 0 < ψ x) :
    Monotone (minGrowth G ψ) ∧ Antitone (maxGrowth G ψ) := by
  have hw : ∀ k x y, 0 ≤ weight G ψ k x y := fun k x y =>
    div_nonneg (mul_nonneg (hG x y) (projected_pos hG hrow hψ k y).le)
      (projected_pos hG hrow hψ (k + 1) x).le
  constructor
  · -- an average is at least the minimum
    refine monotone_nat_of_le_succ fun k => Finset.le_inf' _ _ fun x _ => ?_
    rw [growth_succ hG hrow hψ, ← one_mul (minGrowth G ψ k),
      ← weight_sum hG hrow hψ k x, Finset.sum_mul]
    exact Finset.sum_le_sum fun y _ => mul_le_mul_of_nonneg_left
      (Finset.inf'_le (growth G ψ k) (Finset.mem_univ y)) (hw k x y)
  · -- an average is at most the maximum
    refine antitone_nat_of_succ_le fun k => Finset.sup'_le _ _ fun x _ => ?_
    rw [growth_succ hG hrow hψ, ← one_mul (maxGrowth G ψ k),
      ← weight_sum hG hrow hψ k x, Finset.sum_mul]
    exact Finset.sum_le_sum fun y _ => mul_le_mul_of_nonneg_left
      (Finset.le_sup' (growth G ψ k) (Finset.mem_univ y)) (hw k x y)

/-- If all entries of the matrix and of the starting state are positive and the growth ratio differs
between two configurations, the next step strictly improves both bounds. -/
theorem growth_bounds_strict {G : Matrix S S ℝ} {ψ : S → ℝ} (hG : ∀ x y, 0 < G x y)
    (hψ : ∀ x, 0 < ψ x) (k : ℕ) {a b : S} (hab : growth G ψ k a ≠ growth G ψ k b) :
    minGrowth G ψ k < minGrowth G ψ (k + 1) ∧ maxGrowth G ψ (k + 1) < maxGrowth G ψ k := by
  have hG' : ∀ x y, 0 ≤ G x y := fun x y => (hG x y).le
  have hrow : ∀ x, ∃ y, 0 < G x y := fun x => ⟨x, hG x x⟩
  have hw : ∀ x y, 0 < weight G ψ k x y := fun x y =>
    div_pos (mul_pos (hG x y) (projected_pos hG' hrow hψ k y))
      (projected_pos hG' hrow hψ (k + 1) x)
  have hmin : ∀ y, minGrowth G ψ k ≤ growth G ψ k y := fun y =>
    Finset.inf'_le (growth G ψ k) (Finset.mem_univ y)
  have hmax : ∀ y, growth G ψ k y ≤ maxGrowth G ψ k := fun y =>
    Finset.le_sup' (growth G ψ k) (Finset.mem_univ y)
  -- some configuration lies strictly inside each bound
  have hlo : ∃ z, minGrowth G ψ k < growth G ψ k z := by
    by_contra h
    simp only [not_exists, not_lt] at h
    exact hab (le_antisymm ((h a).trans (hmin b)) ((h b).trans (hmin a)))
  have hhi : ∃ z, growth G ψ k z < maxGrowth G ψ k := by
    by_contra h
    simp only [not_exists, not_lt] at h
    exact hab (le_antisymm ((hmax a).trans (h b)) ((hmax b).trans (h a)))
  obtain ⟨z, hz⟩ := hlo
  obtain ⟨t, ht⟩ := hhi
  constructor
  · refine (Finset.lt_inf'_iff _).2 fun x _ => ?_
    rw [growth_succ hG' hrow hψ, ← one_mul (minGrowth G ψ k),
      ← weight_sum hG' hrow hψ k x, Finset.sum_mul]
    exact Finset.sum_lt_sum (fun y _ => mul_le_mul_of_nonneg_left (hmin y) (hw x y).le)
      ⟨z, Finset.mem_univ z, mul_lt_mul_of_pos_left hz (hw x z)⟩
  · refine (Finset.sup'_lt_iff _).2 fun x _ => ?_
    rw [growth_succ hG' hrow hψ, ← one_mul (maxGrowth G ψ k),
      ← weight_sum hG' hrow hψ k x, Finset.sum_mul]
    exact Finset.sum_lt_sum (fun y _ => mul_le_mul_of_nonneg_left (hmax y) (hw x y).le)
      ⟨t, Finset.mem_univ t, mul_lt_mul_of_pos_left ht (hw x t)⟩

/-- For a matrix with positive entries and a positive starting state, the lower bound stalls from
step number `k` to `k + 1` exactly when the state after `k` applications is an eigenvector of the
matrix. -/
theorem minGrowth_stalls_iff {G : Matrix S S ℝ} {ψ : S → ℝ} (hG : ∀ x y, 0 < G x y)
    (hψ : ∀ x, 0 < ψ x) (k : ℕ) :
    minGrowth G ψ (k + 1) = minGrowth G ψ k ↔
      ∃ c : ℝ, ∀ x, (G *ᵥ projected G ψ k) x = c * projected G ψ k x := by
  have hG' : ∀ x y, 0 ≤ G x y := fun x y => (hG x y).le
  have hrow : ∀ x, ∃ y, 0 < G x y := fun x => ⟨x, hG x x⟩
  have hp := projected_pos hG' hrow hψ k
  have hs : ∀ x, (G *ᵥ projected G ψ k) x = projected G ψ (k + 1) x := fun x =>
    (projected_succ G ψ k x).symm
  constructor
  · intro h
    obtain ⟨a⟩ := ‹Nonempty S›
    refine ⟨growth G ψ k a, fun x => ?_⟩
    have hx : growth G ψ k x = growth G ψ k a := by
      by_contra hne
      exact (growth_bounds_strict hG hψ k hne).1.ne' h
    rw [hs, ← hx]
    exact (div_mul_cancel₀ _ (hp x).ne').symm
  · rintro ⟨c, hc⟩
    -- the growth ratio is uniform now, hence also after averaging
    have h1 : growth G ψ k = fun _ => c := by
      funext x
      exact (div_eq_iff (hp x).ne').2 ((hs x).symm.trans (hc x))
    have h2 : growth G ψ (k + 1) = fun _ => c := by
      funext x
      rw [growth_succ hG' hrow hψ, h1, ← Finset.sum_mul, weight_sum hG' hrow hψ, one_mul]
    unfold minGrowth
    rw [h1, h2]

/-- For the diagonal matrix with diagonal entries 1 and 2 and the uniform state, the two bounds
remain 1 and 2 at every step. -/
theorem diagonal_never_tightens (k : ℕ) :
    minGrowth (Matrix.diagonal ![(1 : ℝ), 2]) (fun _ => 1) k = 1 ∧
      maxGrowth (Matrix.diagonal ![(1 : ℝ), 2]) (fun _ => 1) k = 2 := by
  have h : growth (Matrix.diagonal ![(1 : ℝ), 2]) (fun _ => 1) k = ![(1 : ℝ), 2] := by
    funext x
    have hx : (![(1 : ℝ), 2]) x ≠ 0 := by fin_cases x <;> simp
    simp only [growth, projected, Matrix.diagonal_pow, Matrix.mulVec_diagonal,
      Pi.pow_apply, mul_one]
    rw [pow_succ, mul_div_cancel_left₀ _ (pow_ne_zero k hx)]
  unfold minGrowth maxGrowth
  rw [h]
  constructor
  · refine le_antisymm (Finset.inf'_le (![(1 : ℝ), 2]) (Finset.mem_univ 0)) ?_
    refine Finset.le_inf' _ _ fun x _ => ?_
    fin_cases x <;> norm_num
  · refine le_antisymm ?_ (Finset.le_sup' (![(1 : ℝ), 2]) (Finset.mem_univ 1))
    refine Finset.sup'_le _ _ fun x _ => ?_
    fin_cases x <;> norm_num

end

end ProjectionGrowthBounds
```

```lean
#print axioms ProjectionGrowthBounds.growth_bounds_tighten
#print axioms ProjectionGrowthBounds.minGrowth_stalls_iff
#print axioms ProjectionGrowthBounds.diagonal_never_tightens
```

```
'ProjectionGrowthBounds.growth_bounds_tighten' depends on axioms: [propext, Classical.choice, Quot.sound]
'ProjectionGrowthBounds.minGrowth_stalls_iff' depends on axioms: [propext, Classical.choice, Quot.sound]
'ProjectionGrowthBounds.diagonal_never_tightens' depends on axioms: [propext, Classical.choice, Quot.sound]
```

## What the theorems say

The finite type `S` is the set of configurations. "Projection" means repeated multiplication by $G$, as in projector Monte Carlo; $G^2=G$ is not assumed. `projected` is $\psi_k$, without normalisation, `growth` is $r_k$, `weight` is $w_k$, and `minGrowth` and `maxGrowth` are $m_k$ and $M_k$. In `growth_bounds_tighten`, `hG` says that entries are nonnegative, `hrow` that each row has a positive entry, and `hψ` that the starting state is positive. `Monotone` and `Antitone` compare any two step numbers, not only neighbours. Symmetry of $G$ is not required.

For a Hamiltonian $H$ on a finite basis and $G=1-\tau(H-E)$ with $\tau>0$ satisfying these hypotheses, $r_k(x)=1-\tau(E_k(x)-E)$, where $E_k(x)=(H\psi_k)(x)/\psi_k(x)$; the range of local energies of the exactly projected state therefore never widens. Neither convergence of the bounds nor sampling noise is treated.

## How the proof follows the averages

`projected_succ` is the one-step sum, `projected_pos` the induction, `weight_sum` the normalisation and `growth_succ` the averaging identity, where `field_simp` cancels the nonzero amplitudes. In the main theorem, `monotone_nat_of_le_succ` and `antitone_nat_of_succ_le` reduce the claim to neighbouring steps. The bound is then written as $1\cdot m_k=\sum_y w_k(x,y)\,m_k$, and `Finset.sum_le_sum` compares it with the average term by term.

`growth_bounds_strict` uses `Finset.sum_lt_sum` with one strictly larger term, and `minGrowth_stalls_iff` uses it to show that a stalled bound implies an eigenvector. The converse follows from `growth_succ` and `weight_sum`.

## Where negative or vanishing entries break the argument

Without nonnegativity the monotonicity can fail, even if all amplitudes stay positive. For

$$G=\begin{pmatrix}3&-1\\0&1\end{pmatrix},\qquad \psi=\begin{pmatrix}1\\1\end{pmatrix},$$

the next states are $(2,1)$ and $(5,1)$, so the largest ratio rises from $2$ to $5/2$. The weights at configuration $0$ are $3/2$ and $-1/2$, which no longer form an average.

Vanishing entries can destroy strict improvement. For $G=\mathrm{diag}(1,2)$ and the uniform state, $\psi_k=(1,2^k)$, and the bounds stay at $1$ and $2$ forever, as `diagonal_never_tightens` proves.
